# An antisymmetrised N-particle state is unchanged by every signed permutation

The theorem `signed_antisymmetrizer` says that if a state of N particles is antisymmetrised, then permuting the particles and multiplying by the sign of the permutation gives the same state back. In mathematics, `U` is any homomorphism from the permutations of N labels to the linear isometric equivalences of a complex inner product space `E`, and the antisymmetrizer is the sum of sign(v) `U v ψ` over all permutations v, divided by N!. N is finite, no Hamiltonian enters, and `ψ` is any vector, not necessarily normalised, whose antisymmetrised state may be zero. The proof moves the signed action of `w` inside the sum, joins it to each term as the signed action of a product `w * v`, and then reindexes the sum by left multiplication by `w`.

This version doesn't compile in Lean 4 with Mathlib:

```lean
import Mathlib

open Equiv

namespace SignedAntisymmetrizer

noncomputable section

variable {E : Type*} [NormedAddCommGroup E] [InnerProductSpace ℂ E] {N : ℕ}

/-- The signed action of a permutation `w` of the particles: the unitary `U w` multiplied by
the sign of `w`. -/
def signed (U : Perm (Fin N) →* (E ≃ₗᵢ[ℂ] E)) (w : Perm (Fin N)) : E →ₗ[ℂ] E :=
  ((Perm.sign w : ℤ) : ℂ) • ((U w).toLinearEquiv : E →ₗ[ℂ] E)

/-- The antisymmetrizer: the average of the signed action over all `N!` permutations. -/
def antisymmetrizer (U : Perm (Fin N) →* (E ≃ₗᵢ[ℂ] E)) (ψ : E) : E :=
  (N.factorial : ℂ)⁻¹ • ∑ w, signed U w ψ

/-- The signed action on a state is the sign of the permutation times the permuted state. -/
theorem signed_apply (U : Perm (Fin N) →* (E ≃ₗᵢ[ℂ] E)) (w : Perm (Fin N)) (ψ : E) :
    signed U w ψ = ((Perm.sign w : ℤ) : ℂ) • U w ψ := rfl

/-- The signed action of a product of permutations is the product of the signed actions. -/
theorem signed_mul (U : Perm (Fin N) →* (E ≃ₗᵢ[ℂ] E)) (a b : Perm (Fin N)) (ψ : E) :
    signed U (a * b) ψ = signed U a (signed U b ψ) := by
  have hU : U (a * b) ψ = U a (U b ψ) := by rw [map_mul]; rfl
  simp only [signed_apply, hU, map_smul, smul_smul, Perm.sign_mul, Units.val_mul, Int.cast_mul]
  rw [mul_comm]

/-- The antisymmetrized state is unchanged by the signed action of every permutation. -/
theorem signed_antisymmetrizer (U : Perm (Fin N) →* (E ≃ₗᵢ[ℂ] E)) (w : Perm (Fin N)) (ψ : E) :
    signed U w (antisymmetrizer U ψ) = antisymmetrizer U ψ := by
  simp only [antisymmetrizer, map_smul, map_sum, ← signed_mul]
  congr 1
  exact (Equiv.mulLeft w).sum_comp fun v => signed U v ψ

end

end SignedAntisymmetrizer
```

Compiling this gives:

```
Main.lean:36:35: error: Application type mismatch: The argument
  fun v => (signed U v) ψ
has type
  Perm (Fin N) → E
of sort `Type u_1` but is expected to have type
  Finset (Perm (Fin N))
of sort `Type` in the application
  Perm.sum_comp (Equiv.mulLeft w) fun v => (signed U v) ψ
```

Diagnosis. The error is in the reindexing step, where dot notation picked the wrong lemma. `Equiv.mulLeft w` has type `Perm (Fin N)` with `Perm (Fin N)` in place of the label set, that is, `Perm (Perm (Fin N))`. Lean therefore read `(Equiv.mulLeft w).sum_comp` as `Equiv.Perm.sum_comp`, which the message prints as `Perm.sum_comp` because the file opens `Equiv`. That lemma is about sums over a chosen finite set, and its next explicit argument is that set, a `Finset (Perm (Fin N))`. It was given the summand `fun v => signed U v ψ` instead, hence the type mismatch.

The repair names `Equiv.sum_comp` in full. This lemma is about sums over a whole finite type, and takes just the equivalence and the summand. A `Perm` is by definition an `Equiv` from a type to itself, so `Equiv.mulLeft w` is accepted as it stands, and the lemma gives the equality of sums that the goal needs. The mathematical argument is unchanged.

The mended proof, as a diff:

```diff
@@ -34,5 +34,5 @@
   simp only [antisymmetrizer, map_smul, map_sum, ← signed_mul]
   congr 1
-  exact (Equiv.mulLeft w).sum_comp fun v => signed U v ψ
+  exact Equiv.sum_comp (Equiv.mulLeft w) fun v => signed U v ψ
 
 end
```
